# With a positive definite orbital Hessian, subspace values bound a diagonal static polarizability from below

Project the static coupled-perturbed Hartree-Fock equations, with a real positive definite orbital Hessian, onto a trial space and solve them there. No diagonal component of the resulting polarizability exceeds its exact value, and enlarging the trial space never lowers such a component. Here "exact" means the value from the full, unprojected equations of the same model, not the true polarizability of the molecule. For solvers that expand a trial space step by step, each intermediate value of a diagonal static polarizability is therefore a lower bound, provided that the projected equations of this finite, real model are solved exactly.

## Hessian, perturbation and projected equations

Let $A$ be the real orbital Hessian, $b$ the perturbation vector, and $n$ the finite index set of the retained orbital rotations. The full response equation is $Ax=b$, and the polarizability belonging to a response $x$ is $b\cdot x$. This is a diagonal component, since the same $b$ drives the response and measures it. Signs are absorbed into $b$, and a positive overall prefactor is left out.

Positive definiteness stands for a Hartree-Fock solution whose energy rises to second order under every nonzero retained rotation. It is assumed here, not derived from integrals. Frequency-dependent response, off-diagonal components and rounding errors lie beyond the model.

```lean
import Mathlib

open Matrix

namespace SubspacePolarizability

variable {n : Type*} [Fintype n]
```

A trial space $V$ is a linear subspace of $\mathbb R^n$, in Lean a `Submodule ℝ (n → ℝ)`. The response in $V$ is a vector $x\in V$ whose residual $Ax-b$ is orthogonal to every $v\in V$. In the code `⬝ᵥ` is the dot product and `*ᵥ` applies a matrix to a vector.

```lean
/-- The vector `x` is the response to the perturbation `b` in the trial space `V`: it lies in `V`,
and the residual `A x - b` of the response equation is orthogonal to `V`. -/
def IsSubspaceResponse (A : Matrix n n ℝ) (b : n → ℝ) (V : Submodule ℝ (n → ℝ))
    (x : n → ℝ) : Prop :=
  x ∈ V ∧ ∀ v ∈ V, v ⬝ᵥ (A *ᵥ x - b) = 0
```

## (a) Symmetry of the Hessian form

**Task.** For symmetric $A$ and any vectors $x,y$, show that
$$x\cdot Ay=y\cdot Ax.$$

**Solution.** Move the matrix to the left factor and use $A^T=A$:
$$x\cdot Ay=(A^Tx)\cdot y=(Ax)\cdot y=y\cdot Ax.$$

The hypothesis `A.IsHermitian` means symmetry for a real matrix, which `hT` extracts. The rewriting then moves $A$ across the product.

```lean
/-- A real symmetric Hessian couples two orbital rotations symmetrically. -/
theorem hessian_form_symm {A : Matrix n n ℝ} (hA : A.IsHermitian) (x y : n → ℝ) :
    x ⬝ᵥ A *ᵥ y = y ⬝ᵥ A *ᵥ x := by
  have hT : Aᵀ = A := by
    rw [← Matrix.conjTranspose_eq_transpose_of_trivial]
    exact hA.eq
  rw [Matrix.dotProduct_mulVec, ← Matrix.mulVec_transpose, hT]
  exact dotProduct_comm _ _
```

## (b) Positivity of the Hessian form

**Task.** For positive definite $A$, show that
$$x\cdot Ax\ge 0,\qquad x\cdot Ax=0\;\Rightarrow\;x=0.$$

**Solution.** If $x=0$, both claims are immediate. If $x\neq0$, positive definiteness gives $x\cdot Ax>0$, so the form is nonnegative and cannot vanish.

Lean makes the same case distinction with `by_cases`. `Matrix.PosDef` includes symmetry, so part (a) remains available below.

```lean
/-- For a positive definite Hessian the quadratic form of an orbital rotation is nonnegative,
and it vanishes only for the zero rotation. -/
theorem hessian_form_definite {A : Matrix n n ℝ} (hA : A.PosDef) (x : n → ℝ) :
    0 ≤ x ⬝ᵥ A *ᵥ x ∧ (x ⬝ᵥ A *ᵥ x = 0 → x = 0) := by
  by_cases hx : x = 0
  · subst hx
    simp
  · have h := hA.dotProduct_mulVec_pos hx
    rw [star_trivial] at h
    exact ⟨h.le, fun h0 => absurd h0 h.ne'⟩
```

## (c) What an enlarged trial space gains

**Task.** Let $V\subseteq W$, with responses $x$ in $V$ and $y$ in $W$, and let $A$ be symmetric. Show that
$$b\cdot y-b\cdot x=(y-x)\cdot A(y-x).$$

**Solution.** Test the equations in $V$ with $x$, and those in $W$ with $y$ and with $x$. The last test is allowed because $x\in V\subseteq W$. This gives
$$x\cdot Ax=b\cdot x,\qquad y\cdot Ay=b\cdot y,\qquad x\cdot Ay=b\cdot x.$$
By part (a), $y\cdot Ax=b\cdot x$ as well. Hence
$$(y-x)\cdot A(y-x)=y\cdot Ay-y\cdot Ax-x\cdot Ay+x\cdot Ax=b\cdot y-b\cdot x.$$

The three tests are `h1`, `h2` and `h3`, symmetry is `h4`, and `linarith` combines them after the expansion. Positivity is not used, so the identity also holds for indefinite symmetric Hessians.

```lean
/-- For a symmetric Hessian, the polarizability gained by enlarging the trial space from `V` to `W`
is the Hessian quadratic form of the change in the response. -/
theorem polarizability_gain {A : Matrix n n ℝ} (hA : A.IsHermitian) {b : n → ℝ}
    {V W : Submodule ℝ (n → ℝ)} (hVW : V ≤ W) {x y : n → ℝ}
    (hx : IsSubspaceResponse A b V x) (hy : IsSubspaceResponse A b W y) :
    b ⬝ᵥ y - b ⬝ᵥ x = (y - x) ⬝ᵥ A *ᵥ (y - x) := by
  -- the projected equations, tested with the responses themselves
  have h1 := hx.2 x hx.1
  have h2 := hy.2 y hy.1
  have h3 := hy.2 x (hVW hx.1)
  rw [dotProduct_sub] at h1 h2 h3
  have h4 := hessian_form_symm hA y x
  rw [Matrix.mulVec_sub, dotProduct_sub, sub_dotProduct, sub_dotProduct,
    dotProduct_comm b y, dotProduct_comm b x]
  linarith
```

## (d) One response in every trial space

**Task.** For positive definite $A$, show that every trial space $V$ has exactly one response:
$$\exists!\,x\in V:\quad v\cdot(Ax-b)=0\ \text{ for all }v\in V.$$

**Solution.** Let $B$ send $x\in V$ to the linear functional $v\mapsto v\cdot Ax$ on $V$. If $Bx=0$, then $x\cdot Ax=0$, so $x=0$ by part (b). Thus $B$ is injective. Since $V$ and its dual have the same finite dimension, $B$ is also surjective and reaches the functional $g(v)=v\cdot b$. A preimage of $g$ is a response.

For uniqueness, let $x$ and $y$ both be responses in $V$. Part (c) with $W=V$, used in both orders, gives
$$b\cdot y-b\cdot x=(y-x)\cdot A(y-x)\ge0,\qquad b\cdot x-b\cdot y=(x-y)\cdot A(x-y)\ge0.$$
The left sides add to zero, so both forms vanish and $x=y$.

The smallest cases are explicit. For $V=\{0\}$ the response and the polarizability are zero. For $V$ spanned by one vector $v\neq0$,
$$x=\frac{v\cdot b}{v\cdot Av}\,v,\qquad b\cdot x=\frac{(v\cdot b)^2}{v\cdot Av}.$$

In the code `hinj` and `hsurj` are the two properties of $B$, and `e1`, `e2`, `p1`, `p2` carry the uniqueness argument.

```lean
/-- For a positive definite Hessian, every trial space contains exactly one subspace response. -/
theorem existsUnique_response {A : Matrix n n ℝ} (hA : A.PosDef) (b : n → ℝ)
    (V : Submodule ℝ (n → ℝ)) : ∃! x, IsSubspaceResponse A b V x := by
  -- the Hessian restricted to `V`, as a map from `V` to its dual
  let B : V →ₗ[ℝ] Module.Dual ℝ V :=
    LinearMap.mk₂ ℝ (fun x v : V => (v : n → ℝ) ⬝ᵥ A *ᵥ (x : n → ℝ))
      (fun x y v => by simp [Matrix.mulVec_add, dotProduct_add])
      (fun c x v => by simp [Matrix.mulVec_smul, dotProduct_smul])
      (fun x v w => by simp [add_dotProduct])
      (fun c x v => by simp [smul_dotProduct])
  let g : Module.Dual ℝ V :=
    { toFun := fun v => (v : n → ℝ) ⬝ᵥ b
      map_add' := fun v w => by simp [add_dotProduct]
      map_smul' := fun c v => by simp [smul_dotProduct] }
  have hinj : Function.Injective B := by
    refine (injective_iff_map_eq_zero B).2 fun x hx => ?_
    have h0 : (x : n → ℝ) ⬝ᵥ A *ᵥ (x : n → ℝ) = 0 := LinearMap.congr_fun hx x
    exact Subtype.ext ((hessian_form_definite hA x).2 h0)
  -- in finite dimension injectivity gives solvability
  have hsurj : Function.Surjective B :=
    (LinearMap.injective_iff_surjective_of_finrank_eq_finrank
      Subspace.dual_finrank_eq.symm).1 hinj
  obtain ⟨x, hx⟩ := hsurj g
  have hresp : IsSubspaceResponse A b V x := by
    refine ⟨x.2, fun v hv => ?_⟩
    have e : v ⬝ᵥ A *ᵥ (x : n → ℝ) = v ⬝ᵥ b := LinearMap.congr_fun hx ⟨v, hv⟩
    rw [dotProduct_sub, e, sub_self]
  refine ⟨x, hresp, fun y hy => ?_⟩
  -- two responses in one space gain nothing over each other, so they coincide
  have e1 := polarizability_gain hA.isHermitian le_rfl hresp hy
  have e2 := polarizability_gain hA.isHermitian le_rfl hy hresp
  have p1 := (hessian_form_definite hA (y - x)).1
  have p2 := (hessian_form_definite hA (x - y)).1
  exact sub_eq_zero.1 ((hessian_form_definite hA (y - x)).2 (by linarith))
```

## (e) The exact response as a subspace response

**Task.** Let $A$ be positive definite and $A^{-1}b\in V$. Show that $A^{-1}b$ is the response in $V$, that is,
$$v\cdot\bigl(A(A^{-1}b)-b\bigr)=0\quad\text{for all }v\in V.$$

**Solution.** A positive definite matrix has positive determinant and is invertible, so $A(A^{-1}b)=b$. The residual is zero and hence orthogonal to everything.

Lean obtains invertibility as `hdet` and cancels the matrix with its inverse. Taking $V$ to be the full space, written `⊤`, makes the membership condition automatic.

```lean
/-- For a positive definite Hessian, `A⁻¹ b` is a subspace response in every trial space
that contains it. -/
theorem exact_response [DecidableEq n] {A : Matrix n n ℝ} (hA : A.PosDef) (b : n → ℝ)
    {V : Submodule ℝ (n → ℝ)} (hV : A⁻¹ *ᵥ b ∈ V) :
    IsSubspaceResponse A b V (A⁻¹ *ᵥ b) := by
  refine ⟨hV, fun v _ => ?_⟩
  have hdet : IsUnit A.det := isUnit_iff_ne_zero.mpr hA.det_pos.ne'
  rw [Matrix.mulVec_mulVec, Matrix.mul_nonsing_inv A hdet, Matrix.one_mulVec, sub_self,
    dotProduct_zero]
```

## (f) The chain of lower bounds

**Task.** Let $A$ be positive definite and $V\subseteq W$, with responses $x$ and $y$. Show that
$$b\cdot x\le b\cdot y\le b\cdot A^{-1}b.$$

**Solution.** Apply part (c) first to $V\subseteq W$, then to $W$ inside the full space, where part (e) supplies the response $A^{-1}b$:
$$b\cdot y-b\cdot x=(y-x)\cdot A(y-x)\ge0,$$
$$b\cdot A^{-1}b-b\cdot y=(A^{-1}b-y)\cdot A(A^{-1}b-y)\ge0.$$
Both signs come from part (b).

The theorem takes the two responses as hypotheses `hx` and `hy`; part (d) guarantees that such vectors exist. The identities are `e1` and `e2`, the signs `p1` and `p2`.

```lean
/-- For a positive definite Hessian and nested trial spaces `V ≤ W`, the polarizability computed
in `V` is at most the one computed in `W`, which is at most the exact one. -/
theorem polarizability_le_of_nested [DecidableEq n] {A : Matrix n n ℝ} (hA : A.PosDef)
    {b : n → ℝ} {V W : Submodule ℝ (n → ℝ)} (hVW : V ≤ W) {x y : n → ℝ}
    (hx : IsSubspaceResponse A b V x) (hy : IsSubspaceResponse A b W y) :
    b ⬝ᵥ x ≤ b ⬝ᵥ y ∧ b ⬝ᵥ y ≤ b ⬝ᵥ A⁻¹ *ᵥ b := by
  have hfull := exact_response hA b (V := ⊤) Submodule.mem_top
  have e1 := polarizability_gain hA.isHermitian hVW hx hy
  have e2 := polarizability_gain hA.isHermitian le_top hy hfull
  have p1 := (hessian_form_definite hA (y - x)).1
  have p2 := (hessian_form_definite hA (A⁻¹ *ᵥ b - y)).1
  constructor <;> linarith
```

## (g) When the subspace value is exact

**Task.** For positive definite $A$ and the response $x$ in $V$, show that
$$b\cdot x=b\cdot A^{-1}b\iff A^{-1}b\in V.$$

**Solution.** If the values agree, part (c) with the full space gives
$$(A^{-1}b-x)\cdot A(A^{-1}b-x)=0,$$
so $A^{-1}b=x\in V$ by part (b). Conversely, if $A^{-1}b\in V$, it is a response in $V$ by part (e), and uniqueness from part (d) gives $x=A^{-1}b$.

The two directions are the two bullets after `constructor`.

```lean
/-- For a positive definite Hessian, the subspace polarizability is exact if and only if
the trial space contains the exact response `A⁻¹ b`. -/
theorem polarizability_exact_iff [DecidableEq n] {A : Matrix n n ℝ} (hA : A.PosDef)
    {b : n → ℝ} {V : Submodule ℝ (n → ℝ)} {x : n → ℝ} (hx : IsSubspaceResponse A b V x) :
    b ⬝ᵥ x = b ⬝ᵥ A⁻¹ *ᵥ b ↔ A⁻¹ *ᵥ b ∈ V := by
  constructor
  · intro h
    have hfull := exact_response hA b (V := ⊤) Submodule.mem_top
    have e := polarizability_gain hA.isHermitian le_top hx hfull
    have h0 := (hessian_form_definite hA (A⁻¹ *ᵥ b - x)).2 (by linarith)
    rw [sub_eq_zero.1 h0]
    exact hx.1
  · intro h
    rw [(existsUnique_response hA b V).unique hx (exact_response hA b h)]
```

## (h) A growing sequence of trial spaces

**Task.** Let $A$ be positive definite and $V_0\subseteq V_1\subseteq\dots$ trial spaces with responses $x_k$, and let $A^{-1}b$ lie in their union. Show that
$$b\cdot x_i\le b\cdot x_j\ \ (i\le j),\qquad \exists N\ \forall k\ge N:\ b\cdot x_k=b\cdot A^{-1}b.$$

**Solution.** The first claim is part (f) for $V_i\subseteq V_j$. For the second, $A^{-1}b$ lies in some $V_N$, hence in every $V_k$ with $k\ge N$, and part (g) gives equality.

Lean writes the union as the supremum `⨆ k, V k`, the smallest subspace containing all $V_k$. For a growing sequence the two agree, which `Submodule.mem_iSup_of_directed` uses to find $N$. The theorem gives no convergence rate and no estimate of the error before step $N$.

```lean
/-- For a positive definite Hessian and a growing sequence of trial spaces whose union contains
the exact response, the polarizabilities never decrease and reach the exact value after finitely
many steps. -/
theorem polarizability_converges [DecidableEq n] {A : Matrix n n ℝ} (hA : A.PosDef)
    {b : n → ℝ} {V : ℕ → Submodule ℝ (n → ℝ)} (hV : Monotone V) {x : ℕ → n → ℝ}
    (hx : ∀ k, IsSubspaceResponse A b (V k) (x k)) (hb : A⁻¹ *ᵥ b ∈ ⨆ k, V k) :
    Monotone (fun k => b ⬝ᵥ x k) ∧ ∃ N, ∀ k ≥ N, b ⬝ᵥ x k = b ⬝ᵥ A⁻¹ *ᵥ b := by
  refine ⟨fun i j hij => (polarizability_le_of_nested hA (hV hij) (hx i) (hx j)).1, ?_⟩
  -- a vector in the union of a growing sequence lies in one of its members
  obtain ⟨N, hN⟩ := (Submodule.mem_iSup_of_directed V hV.directed_le).1 hb
  exact ⟨N, fun k hk => (polarizability_exact_iff hA (hx k)).2 (hV hk hN)⟩
```

## (i) An indefinite Hessian that overshoots

**Task.** Take $A=\mathrm{diag}(1,-1)$ and $b=(1,1)$. Show that $x=(1,0)$ is a response in the span of $(1,0)$, that $y=(1,-1)$ is a response in the full space, and that
$$b\cdot y<b\cdot x.$$

**Solution.** The residual $Ax-b=(0,-1)$ is orthogonal to $(1,0)$, and $Ay=(1,1)=b$. The polarizabilities are $b\cdot x=1$ and $b\cdot y=0$. A symmetric invertible Hessian is therefore not enough for the lower bound. Physically, an indefinite Hessian like this one belongs to a saddle point of the Hartree-Fock energy.

The response could also be modelled as the minimiser over $V$ of
$$J(x)=\tfrac12\,x\cdot Ax-b\cdot x.$$
For positive definite $A$ this selects the same vector, with $J(x)=-\tfrac12\,b\cdot x$, and part (f) follows because a minimum over a larger space cannot be higher. In the present example $J$ is unbounded below on the full space, so that definition would provide no full-space response to compare with.

The code checks both projected equations and the strict inequality by evaluating the two-component sums.

```lean
/-- For the indefinite Hessian `diag(1, -1)` and the perturbation `(1, 1)`, the polarizability
computed in the span of the first coordinate vector lies above the full-space one. -/
theorem indefinite_hessian_overshoots :
    IsSubspaceResponse !![(1 : ℝ), 0; 0, -1] ![1, 1] (Submodule.span ℝ {![1, 0]}) ![1, 0] ∧
    IsSubspaceResponse !![(1 : ℝ), 0; 0, -1] ![1, 1] ⊤ ![1, -1] ∧
    (![1, 1] : Fin 2 → ℝ) ⬝ᵥ ![1, -1] < (![1, 1] : Fin 2 → ℝ) ⬝ᵥ ![1, 0] := by
  refine ⟨⟨Submodule.mem_span_singleton_self _, fun v hv => ?_⟩,
    ⟨Submodule.mem_top, fun v _ => ?_⟩, ?_⟩
  · obtain ⟨c, rfl⟩ := Submodule.mem_span_singleton.1 hv
    simp [dotProduct, Fin.sum_univ_two]
  · simp [dotProduct, Fin.sum_univ_two]
  · norm_num [dotProduct, Fin.sum_univ_two]

end SubspacePolarizability
```

```lean
#print axioms SubspacePolarizability.hessian_form_definite
#print axioms SubspacePolarizability.polarizability_converges
#print axioms SubspacePolarizability.indefinite_hessian_overshoots
```

```
'SubspacePolarizability.hessian_form_definite' depends on axioms: [propext, Classical.choice, Quot.sound]
'SubspacePolarizability.polarizability_converges' depends on axioms: [propext, Classical.choice, Quot.sound]
'SubspacePolarizability.indefinite_hessian_overshoots' depends on axioms: [propext, Classical.choice, Quot.sound]
```
